# An O(t⁴) energy error for the top eigenvector of the symmetric Trotter propagator of Hermitian matrices with a nondegenerate ground state

Let $A$ and $B$ be Hermitian matrices, and let $H=A+B$ have a nondegenerate lowest eigenvalue $E_0$. Then there are constants $C,t_0>0$ such that, for $0<t\le t_0$, every unit eigenvector $v$ belonging to the largest eigenvalue of
$$S=e^{-tA/2}\,e^{-tB}\,e^{-tA/2}$$
satisfies $0\le\langle v,Hv\rangle-E_0\le Ct^4$.

## The state reached by imaginary-time projection

Repeated application of $S$, with normalisation after each step, takes a start vector that overlaps its top eigenspace to a unit vector in that eigenspace in the limit. For a finite-dimensional Hamiltonian with a nondegenerate ground state, the result therefore bounds the time-step error of $\langle v,Hv\rangle$ in fully converged projection, as in projector auxiliary-field Monte Carlo for a finite Hubbard model, with hopping $A$ and on-site interaction $B$, without statistical error or constraints. It does not bound the error of a mixed estimator or of an energy read off from the eigenvalue of $S$.

## From a cubic remainder to a quadratic state error

Multiply the three exponential series. The first-order term is $-t(A/2+B+A/2)=-tH$. The second-order term is
$$t^2\left(\tfrac{A^2}{8}+\tfrac{B^2}{2}+\tfrac{A^2}{8}+\tfrac{AB}{2}+\tfrac{A^2}{4}+\tfrac{BA}{2}\right)=\tfrac{t^2}{2}H^2 .$$
Hence $S=1-tH+\tfrac{t^2}{2}H^2+R$, with $\|R\|\le r=Kt^3$ for small $t$ and some $K>0$.

Let $\varphi$ be the unit ground state and write $v=c\varphi+w$, with $c=\langle\varphi,v\rangle$ and $w\perp\varphi$. Let $\mu$ be the top eigenvalue of $S$. Taking the inner product of $Sv=\mu v$ with $w$ removes the $\varphi$ terms of $v$, $Hv$ and $H^2v$:
$$\mu\|w\|^2=\|w\|^2-t\langle w,Hw\rangle+\tfrac{t^2}{2}\langle w,H^2w\rangle+\mathrm{Re}\langle w,Rv\rangle .$$

Since $S$ is Hermitian, $\mu$ is at least its expectation value in $\varphi$:
$$\mu\ge1-tE_0+\tfrac{t^2}{2}E_0^2-r\ge1-tE_0-r .$$

An eigenbasis of $H$ gives a gap $g>0$ with $\langle w,Hw\rangle\ge(E_0+g)\|w\|^2$, because $w$ has no weight at energy $E_0$. Combining the three relations,
$$tg\|w\|^2\le\left(r+\tfrac{t^2}{2}\|H\|^2\right)\|w\|^2+r\|w\| .$$

If $w\ne0$, divide by $t\|w\|$:
$$g\|w\|\le\left(Kt^2+\tfrac t2\|H\|^2\right)\|w\|+Kt^2 .$$
For $t\le1$ and $t\le g/(2K+\|H\|^2)$ the bracket is at most $g/2$, so $\|w\|\le(2K/g)t^2$. This also holds for $w=0$.

## The energy is quadratic in the state error

The cross terms vanish and $|c|^2+\|w\|^2=1$, so
$$\langle v,Hv\rangle-E_0=\langle w,Hw\rangle-E_0\|w\|^2 .$$
The right side is at least $g\|w\|^2\ge0$ and at most $(\|H\|+|E_0|)\|w\|^2$, which is of order $t^4$.

## Operators, eigenvectors and constants in Lean

In `energy_error_fourth_order`, `E` is a finite-dimensional complex inner product space, and matrices become continuous linear maps `E →L[ℂ] E` with the operator norm. `IsSelfAdjoint` expresses Hermiticity. `energy H v` is the real part of $\langle v,Hv\rangle$, and `strang A B t` is $S$.

`IsGroundState` says that `φ` is a unit eigenvector at the lowest eigenvalue and that every eigenvector there is a multiple of it. `IsTopEigenvector` requires a unit eigenvector at the largest eigenvalue, which may be degenerate.

The constants are chosen before `t`, `v` and `μ`, but may depend on `A`, `B` and the ground state. The theorem gives no numerical values for them and no uniformity in system size.

```lean
import Mathlib

open Filter Asymptotics Topology

namespace TrotterGroundState

noncomputable section

variable {𝔸 : Type*} [NormedRing 𝔸] [NormedAlgebra ℂ 𝔸] [CompleteSpace 𝔸]
variable {E : Type*} [NormedAddCommGroup E] [InnerProductSpace ℂ E]

/-- The symmetric split propagator `exp(-tA/2) exp(-tB) exp(-tA/2)`. -/
def strang (A B : 𝔸) (t : ℂ) : 𝔸 :=
  NormedSpace.exp ((-(t / 2)) • A) * NormedSpace.exp ((-t) • B) *
    NormedSpace.exp ((-(t / 2)) • A)

/-- `f(z) = 1 + z X + z² Y + O(z³)` in norm as `z → 0`. -/
def SecondOrder (f : ℂ → 𝔸) (X Y : 𝔸) : Prop :=
  (fun z : ℂ => f z - (1 + z • X + z ^ 2 • Y)) =O[𝓝 0] fun z : ℂ => z ^ 3

/-- The expectation value `⟨v, H v⟩` (its real part). -/
def energy (H : E →L[ℂ] E) (v : E) : ℝ := (inner ℂ v (H v)).re

/-- `φ` is a unit eigenvector of `H` whose eigenvalue `E0` is the lowest real eigenvalue and
is nondegenerate. -/
structure IsGroundState (H : E →L[ℂ] E) (E0 : ℝ) (φ : E) : Prop where
  unit : ‖φ‖ = 1
  eig : H φ = (E0 : ℂ) • φ
  lowest : ∀ (x : E) (e : ℝ), x ≠ 0 → H x = (e : ℂ) • x → E0 ≤ e
  nondegenerate : ∀ x : E, H x = (E0 : ℂ) • x → ∃ c : ℂ, x = c • φ

/-- `v` is a unit eigenvector of `S` whose eigenvalue `μ` is the largest real eigenvalue. -/
structure IsTopEigenvector (S : E →L[ℂ] E) (μ : ℝ) (v : E) : Prop where
  unit : ‖v‖ = 1
  eig : S v = (μ : ℂ) • v
  highest : ∀ (x : E) (e : ℝ), x ≠ 0 → S x = (e : ℂ) • x → e ≤ μ

/-- The exponential satisfies `exp(zX) = 1 + zX + z²X²/2 + O(z³)`. -/
theorem secondOrder_exp (X : 𝔸) :
    SecondOrder (fun z => NormedSpace.exp (z • X)) X ((1 / 2 : ℂ) • X ^ 2) := by
  have h := (NormedSpace.exp_hasFPowerSeriesAt_zero (𝕂 := ℂ)
    (𝔸 := 𝔸)).isBigO_sub_partialSum_pow 3
  have hc : Continuous (fun z : ℂ => z • X) := by fun_prop
  have hz : Tendsto (fun z : ℂ => z • X) (𝓝 0) (𝓝 0) := by simpa using hc.tendsto 0
  refine ((h.comp_tendsto hz).trans (IsBigO.of_bound (‖X‖ ^ 3)
    (Eventually.of_forall fun z => ?_))).congr_left fun z => ?_
  · simp only [Function.comp_apply, norm_pow, norm_norm, norm_smul, norm_mul]
    exact le_of_eq (by ring)
  · simp only [Function.comp_apply, zero_add, FormalMultilinearSeries.partialSum,
      Finset.sum_range_succ, Finset.sum_range_zero, NormedSpace.expSeries_apply_eq, smul_pow,
      pow_zero, pow_one, Nat.factorial_zero, Nat.factorial_one, Nat.factorial_two,
      Nat.cast_one, Nat.cast_ofNat]
    module

omit [CompleteSpace 𝔸] in
/-- Second-order expansions multiply, with the remainder staying `O(z³)`. -/
theorem SecondOrder.mul {f g : ℂ → 𝔸} {X X' Y Y' : 𝔸} (hf : SecondOrder f X X')
    (hg : SecondOrder g Y Y') :
    SecondOrder (fun z => f z * g z) (X + Y) (X' + X * Y + Y') := by
  unfold SecondOrder at *
  have bdd : ∀ u : ℂ → 𝔸, Continuous u → u =O[𝓝 0] fun _ => (1 : ℂ) :=
    fun u hu => (hu.tendsto 0).isBigO_one ℂ
  have c3 : Continuous (fun z : ℂ => z ^ 3) := by fun_prop
  have hg1 : g =O[𝓝 0] fun _ => (1 : ℂ) :=
    ((hg.trans ((c3.tendsto 0).isBigO_one ℂ)).add
      (bdd (fun z => 1 + z • Y + z ^ 2 • Y') (by fun_prop))).congr_left
      fun z => sub_add_cancel _ _
  have h1 := hf.mul hg1
  have h2 := (bdd (fun z => 1 + z • X + z ^ 2 • X') (by fun_prop)).mul hg
  have h3 := (isBigO_refl (fun z : ℂ => z ^ 3) (𝓝 0)).smul
    (bdd (fun z => X * Y' + X' * Y + z • (X' * Y')) (by fun_prop))
  simp only [mul_one, one_mul, smul_eq_mul] at h1 h2 h3
  refine ((h1.add h2).add h3).congr_left fun z => ?_
  simp only [mul_add, add_mul, mul_sub, sub_mul, smul_mul_assoc, mul_smul_comm, mul_one, one_mul]
  module

/-- The split propagator is `1 - tH + t²H²/2 + O(t³)` in norm, with `H = A + B`. -/
theorem strang_expansion (A B : 𝔸) :
    SecondOrder (strang A B) (-(A + B)) ((1 / 2 : ℂ) • (A + B) ^ 2) := by
  have hA := secondOrder_exp ((-(1 / 2) : ℂ) • A)
  have h := (hA.mul (secondOrder_exp ((-1 : ℂ) • B))).mul hA
  refine IsBigO.congr_left h fun z => ?_
  have e1 : z • (-(1 / 2) : ℂ) • A = (-(z / 2)) • A := by module
  have e2 : z • (-1 : ℂ) • B = (-z) • B := by module
  simp only [strang, e1, e2, pow_two, mul_add, add_mul, smul_mul_assoc, mul_smul_comm]
  module

/-- Let `H` have the unit eigenvector `φ` and a gap `g` above it, and let `S` differ from
`1 - tH + t²H²/2` by at most `r` in norm, `t ≥ 0`. For a unit eigenvector `v` of `S` with eigenvalue
at least `⟨φ, S φ⟩`, the part `w` of `v` orthogonal to `φ` satisfies
`t g ‖w‖² ≤ (r + t²‖H‖²/2) ‖w‖² + r ‖w‖`. -/
theorem leakage {H S : E →L[ℂ] E} {φ v : E} {E0 g μ t r : ℝ} (ht : 0 ≤ t) (hφ : ‖φ‖ = 1)
    (hH : H φ = (E0 : ℂ) • φ)
    (gap : ∀ w, inner ℂ φ w = 0 → (E0 + g) * ‖w‖ ^ 2 ≤ energy H w)
    (hv : ‖v‖ = 1) (hS : S v = (μ : ℂ) • v) (hμ : energy S φ ≤ μ)
    (hR : ‖S - (1 + (t : ℂ) • (-H) + (t : ℂ) ^ 2 • ((1 / 2 : ℂ) • H ^ 2))‖ ≤ r) :
    t * g * ‖v - inner ℂ φ v • φ‖ ^ 2 ≤
      (r + t ^ 2 / 2 * ‖H‖ ^ 2) * ‖v - inner ℂ φ v • φ‖ ^ 2 + r * ‖v - inner ℂ φ v • φ‖ := by
  obtain ⟨R, hRd⟩ : ∃ R, R = S - (1 + (t : ℂ) • (-H) + (t : ℂ) ^ 2 • ((1 / 2 : ℂ) • H ^ 2)) :=
    ⟨_, rfl⟩
  rw [← hRd] at hR
  have hSx : ∀ x, S x = x - (t : ℂ) • H x + ((t ^ 2 / 2 : ℝ) : ℂ) • H (H x) + R x := by
    intro x
    have e : R x = S x - (x + (t : ℂ) • (-(H x)) + (t : ℂ) ^ 2 • ((1 / 2 : ℂ) • H (H x))) := by
      rw [hRd, pow_two H]; rfl
    rw [e]; push_cast; module
  have hφφ : inner ℂ φ φ = (1 : ℂ) := by rw [inner_self_eq_norm_sq_to_K, hφ]; simp
  obtain ⟨c, hc⟩ : ∃ c, c = inner ℂ φ v := ⟨_, rfl⟩
  rw [← hc]
  obtain ⟨w, hw⟩ : ∃ w, w = v - c • φ := ⟨_, rfl⟩
  rw [← hw]
  have hφw : inner ℂ φ w = 0 := by
    rw [hw, inner_sub_right, inner_smul_right, hφφ, hc]; simp
  have hwφ : inner ℂ w φ = 0 := by rw [← inner_conj_symm, hφw, map_zero]
  have hv' : v = w + c • φ := by rw [hw, sub_add_cancel]
  have e1 : inner ℂ w v = inner ℂ w w := by
    simp only [hv', inner_add_right, inner_smul_right, hwφ, mul_zero, add_zero]
  have e2 : inner ℂ w (H v) = inner ℂ w (H w) := by
    simp only [hv', map_add, map_smul, hH, inner_add_right, inner_smul_right, hwφ, mul_zero,
      add_zero]
  have e3 : inner ℂ w (H (H v)) = inner ℂ w (H (H w)) := by
    simp only [hv', map_add, map_smul, hH, inner_add_right, inner_smul_right, hwφ, mul_zero,
      add_zero]
  -- the eigenvalue equation tested against `w`
  have h1 := congrArg (fun x => (inner ℂ w x).re) hS
  have hww : (inner ℂ w w).re = ‖w‖ ^ 2 := inner_self_eq_norm_sq (𝕜 := ℂ) w
  simp only [hSx, inner_add_right, inner_sub_right, inner_smul_right, e1, e2, e3,
    Complex.add_re, Complex.sub_re, Complex.re_ofReal_mul, hww] at h1
  -- the eigenvalue is at least the expectation value in `φ`
  simp only [energy, hSx, hH, map_smul, inner_add_right, inner_sub_right, inner_smul_right,
    hφφ, mul_one, Complex.add_re, Complex.sub_re, Complex.re_ofReal_mul, Complex.ofReal_re,
    Complex.one_re] at hμ
  have cs : ∀ x y : E, |(inner ℂ x y).re| ≤ ‖x‖ * ‖y‖ := fun x y =>
    (Complex.abs_re_le_norm _).trans (norm_inner_le_norm x y)
  have hRu : ∀ x : E, ‖x‖ = 1 → ‖R x‖ ≤ r := fun x hx => by
    have := R.le_opNorm x
    rw [hx, mul_one] at this
    exact this.trans hR
  have b0 := (abs_le.1 (cs φ (R φ))).1
  rw [hφ, one_mul] at b0
  have b1 := (abs_le.1 (cs w (R v))).2.trans
    (mul_le_mul_of_nonneg_left (hRu v hv) (norm_nonneg w))
  have b2 := (abs_le.1 (cs w (H (H w)))).2.trans (mul_le_mul_of_nonneg_left
    ((H.le_opNorm _).trans (mul_le_mul_of_nonneg_left (H.le_opNorm w) (norm_nonneg H)))
    (norm_nonneg w))
  have hμ' : 1 - t * E0 - r ≤ μ := by
    nlinarith [hRu φ hφ, mul_nonneg (sq_nonneg t) (sq_nonneg E0)]
  have m1 := mul_le_mul_of_nonneg_right hμ' (sq_nonneg ‖w‖)
  have m2 := mul_le_mul_of_nonneg_left (gap w hφw) ht
  have m3 := mul_le_mul_of_nonneg_left b2 (by positivity : 0 ≤ t ^ 2 / 2)
  unfold energy at m2
  nlinarith [m1, m2, m3, b1, h1]

/-- In a Hilbert space, let `A + B` have the unit eigenvector `φ` and a gap `g > 0` above it.
For small `t > 0`, a unit eigenvector of the split propagator with eigenvalue at least the
propagator's expectation value in `φ` has a component orthogonal to `φ` of size at most `C t²`. -/
theorem state_error [CompleteSpace E] (A B : E →L[ℂ] E) {φ : E} {E0 g : ℝ} (hg : 0 < g)
    (hφ : ‖φ‖ = 1) (hH : (A + B) φ = (E0 : ℂ) • φ)
    (gap : ∀ w, inner ℂ φ w = 0 → (E0 + g) * ‖w‖ ^ 2 ≤ energy (A + B) w) :
    ∃ C > 0, ∃ t0 > 0, ∀ t : ℝ, 0 < t → t ≤ t0 → ∀ (v : E) (μ : ℝ), ‖v‖ = 1 →
      strang A B (t : ℂ) v = (μ : ℂ) • v → energy (strang A B (t : ℂ)) φ ≤ μ →
      ‖v - inner ℂ φ v • φ‖ ≤ C * t ^ 2 := by
  obtain ⟨K, hK, h⟩ := IsBigO.exists_pos (strang_expansion A B)
  obtain ⟨δ, hδ, hb⟩ := Metric.eventually_nhds_iff.1 h.bound
  have hD : 0 < 2 * K + ‖A + B‖ ^ 2 := by positivity
  refine ⟨2 * K / g, by positivity, min (min 1 (δ / 2)) (g / (2 * K + ‖A + B‖ ^ 2)),
    by positivity, fun t ht ht0 v μ hv hS hμ => ?_⟩
  have t1 : t ≤ 1 := ht0.trans ((min_le_left _ _).trans (min_le_left _ _))
  have t2 : t ≤ δ / 2 := ht0.trans ((min_le_left _ _).trans (min_le_right _ _))
  have t3 := (le_div_iff₀ hD).1 (ht0.trans (min_le_right _ _))
  have nt : ‖(t : ℂ)‖ = t := by rw [Complex.norm_real, Real.norm_of_nonneg ht.le]
  have hR := hb (y := (t : ℂ)) (by rw [dist_zero_right, nt]; linarith)
  rw [norm_pow, nt] at hR
  have key := leakage ht.le hφ hH gap hv hS hμ hR
  generalize ‖v - inner ℂ φ v • φ‖ = n at key ⊢
  rcases le_or_gt n 0 with hn | hn
  · exact hn.trans (by positivity)
  -- divide by `t n`, then absorb the small terms into half of the gap
  have k1 : g * n ≤ (K * t ^ 2 + t / 2 * ‖A + B‖ ^ 2) * n + K * t ^ 2 :=
    le_of_mul_le_mul_left (by linarith) (mul_pos ht hn)
  have k2 : K * t ^ 2 + t / 2 * ‖A + B‖ ^ 2 ≤ g / 2 := by
    nlinarith [mul_nonneg (mul_nonneg hK.le ht.le) (sub_nonneg.2 t1)]
  have k3 := mul_le_mul_of_nonneg_right k2 hn.le
  rw [div_mul_eq_mul_div, le_div_iff₀ hg]
  linarith

/-- For self-adjoint `H` with `H φ = E0 φ`, the energy excess over `E0` of a unit vector depends
only on its component `w` orthogonal to `φ`: it is `⟨w, H w⟩ - E0 ‖w‖²`. -/
theorem energy_excess [CompleteSpace E] {H : E →L[ℂ] E} (hs : IsSelfAdjoint H) {φ v w : E}
    {E0 : ℝ} {c : ℂ} (hH : H φ = (E0 : ℂ) • φ) (hw : inner ℂ φ w = 0) (hv : ‖v‖ = 1)
    (hd : v = w + c • φ) : energy H v - E0 = energy H w - E0 * ‖w‖ ^ 2 := by
  have hwφ : inner ℂ w φ = 0 := by rw [← inner_conj_symm, hw, map_zero]
  have s : inner ℂ (H φ) w = inner ℂ φ (H w) := hs.isSymmetric φ w
  rw [hH, inner_smul_left, hw, mul_zero] at s
  have e : inner ℂ v (H v) - E0 * inner ℂ v v = inner ℂ w (H w) - E0 * inner ℂ w w := by
    simp only [hd, map_add, map_smul, hH, inner_add_left, inner_add_right, inner_smul_left,
      inner_smul_right, hw, hwφ, ← s]
    ring
  have h := congrArg Complex.re e
  have n : ∀ x : E, (inner ℂ x x).re = ‖x‖ ^ 2 := inner_self_eq_norm_sq (𝕜 := ℂ)
  simp only [Complex.sub_re, Complex.re_ofReal_mul, n, hv] at h
  unfold energy
  linarith

/-- A self-adjoint operator in finite dimension has an orthonormal eigenbasis, and its
expectation values are the eigenvalues weighted with the squared overlaps. -/
theorem energy_eq_sum [CompleteSpace E] [FiniteDimensional ℂ E] {T : E →L[ℂ] E}
    (hT : IsSelfAdjoint T) :
    ∃ (b : OrthonormalBasis (Fin (Module.finrank ℂ E)) ℂ E) (ev : Fin (Module.finrank ℂ E) → ℝ),
      (∀ i, T (b i) = (ev i : ℂ) • b i) ∧
      ∀ x, energy T x = ∑ i, ev i * ‖inner ℂ (b i) x‖ ^ 2 := by
  have hs := hT.isSymmetric
  have hb : ∀ i, T (hs.eigenvectorBasis rfl i) =
      (hs.eigenvalues rfl i : ℂ) • hs.eigenvectorBasis rfl i := hs.apply_eigenvectorBasis rfl
  refine ⟨hs.eigenvectorBasis rfl, hs.eigenvalues rfl, hb, fun x => ?_⟩
  rw [energy, ← (hs.eigenvectorBasis rfl).sum_inner_mul_inner x (T x), Complex.re_sum]
  refine Finset.sum_congr rfl fun i _ => ?_
  have s : inner ℂ (T (hs.eigenvectorBasis rfl i)) x =
    inner ℂ (hs.eigenvectorBasis rfl i) (T x) := hs _ x
  rw [← s, hb i, inner_smul_left, Complex.conj_ofReal, mul_left_comm, Complex.re_ofReal_mul,
    ← inner_conj_symm x, Complex.conj_mul', ← Complex.ofReal_pow, Complex.ofReal_re]

/-- In finite dimension a nondegenerate ground state of a self-adjoint `H` is separated by a
gap `g > 0` from all states orthogonal to it. -/
theorem exists_gap [CompleteSpace E] [FiniteDimensional ℂ E] {H : E →L[ℂ] E}
    (hs : IsSelfAdjoint H) {φ : E} {E0 : ℝ} (h : IsGroundState H E0 φ) :
    ∃ g > 0, ∀ w, inner ℂ φ w = 0 → (E0 + g) * ‖w‖ ^ 2 ≤ energy H w := by
  obtain ⟨b, ev, hb, hsum⟩ := energy_eq_sum hs
  obtain ⟨g, hg, hmin⟩ : ∃ g > 0, ∀ i, E0 < ev i → E0 + g ≤ ev i := by
    rcases (Finset.univ.filter fun i => E0 < ev i).eq_empty_or_nonempty with he | hne
    · exact ⟨1, one_pos, fun i hi =>
        absurd hi (Finset.filter_eq_empty_iff.1 he (Finset.mem_univ i))⟩
    · obtain ⟨j, hj, hm⟩ := Finset.exists_min_image _ ev hne
      refine ⟨ev j - E0, sub_pos.2 (Finset.mem_filter.1 hj).2, fun i hi => ?_⟩
      linarith [hm i (Finset.mem_filter.2 ⟨Finset.mem_univ i, hi⟩)]
  refine ⟨g, hg, fun w hw => ?_⟩
  rw [hsum, ← b.sum_sq_norm_inner_right w, Finset.mul_sum]
  refine Finset.sum_le_sum fun i _ => ?_
  rcases (h.lowest _ _ (b.orthonormal.ne_zero i) (hb i)).lt_or_eq with hi | hi
  · exact mul_le_mul_of_nonneg_right (hmin i hi) (sq_nonneg _)
  · -- an eigenvector at energy `E0` is a multiple of `φ`, hence orthogonal to `w`
    obtain ⟨c, hc⟩ := h.nondegenerate (b i) (by rw [hb i, hi])
    rw [hc, inner_smul_left, hw]
    simp

/-- Let `A`, `B` be self-adjoint in finite dimension and let `A + B` have a nondegenerate ground
state of energy `E0`. For small `t > 0` the energy of every unit top eigenvector of
`exp(-tA/2) exp(-tB) exp(-tA/2)` lies between `E0` and `E0 + C t⁴`. -/
theorem energy_error_fourth_order [CompleteSpace E] [FiniteDimensional ℂ E] {A B : E →L[ℂ] E}
    (hA : IsSelfAdjoint A) (hB : IsSelfAdjoint B) {φ : E} {E0 : ℝ}
    (h : IsGroundState (A + B) E0 φ) :
    ∃ C > 0, ∃ t0 > 0, ∀ t : ℝ, 0 < t → t ≤ t0 → ∀ (v : E) (μ : ℝ),
      IsTopEigenvector (strang A B (t : ℂ)) μ v →
      0 ≤ energy (A + B) v - E0 ∧ energy (A + B) v - E0 ≤ C * t ^ 4 := by
  obtain ⟨g, hg, gap⟩ := exists_gap (hA.add hB) h
  obtain ⟨C, hC, t0, ht0, herr⟩ := state_error A B hg h.unit h.eig gap
  refine ⟨(‖A + B‖ + |E0| + 1) * C ^ 2, by positivity, t0, ht0, fun t ht htt v μ hv => ?_⟩
  -- the propagator is self-adjoint, so its top eigenvalue bounds its expectation values
  have hexp : ∀ (s : ℝ) (X : E →L[ℂ] E), IsSelfAdjoint X →
      star (NormedSpace.exp ((s : ℂ) • X)) = NormedSpace.exp ((s : ℂ) • X) := fun s X hX => by
    rw [NormedSpace.star_exp, star_smul, hX.star_eq, Complex.star_def, Complex.conj_ofReal]
  have hS : IsSelfAdjoint (strang A B (t : ℂ)) := by
    have a := hexp (-(t / 2)) A hA
    have b := hexp (-t) B hB
    push_cast at a b
    rw [isSelfAdjoint_iff, strang, star_mul, star_mul, a, b, mul_assoc]
  have hμ : energy (strang A B (t : ℂ)) φ ≤ μ := by
    obtain ⟨b, ev, hb, hsum⟩ := energy_eq_sum hS
    have n := b.sum_sq_norm_inner_right φ
    rw [h.unit, one_pow] at n
    rw [hsum, ← mul_one μ, ← n, Finset.mul_sum]
    exact Finset.sum_le_sum fun i _ => mul_le_mul_of_nonneg_right
      (hv.highest _ _ (b.orthonormal.ne_zero i) (hb i)) (sq_nonneg _)
  have hn := herr t ht htt v μ hv.unit hv.eig hμ
  have hφw : inner ℂ φ (v - inner ℂ φ v • φ) = 0 := by
    rw [inner_sub_right, inner_smul_right, inner_self_eq_norm_sq_to_K, h.unit]; simp
  rw [energy_excess (hA.add hB) h.eig hφw hv.unit (sub_add_cancel _ _).symm]
  have hgap := gap _ hφw
  generalize v - inner ℂ φ v • φ = w at hn hgap ⊢
  refine ⟨by nlinarith [mul_nonneg hg.le (sq_nonneg ‖w‖)], ?_⟩
  -- the excess is quadratic in `w`, and `w` is of order `t²`
  have u : energy (A + B) w ≤ ‖w‖ * (‖A + B‖ * ‖w‖) :=
    ((Complex.re_le_norm _).trans (norm_inner_le_norm _ _)).trans
      (mul_le_mul_of_nonneg_left ((A + B).le_opNorm w) (norm_nonneg w))
  have q : ‖w‖ ^ 2 ≤ (C * t ^ 2) ^ 2 := by gcongr
  have q' := mul_le_mul_of_nonneg_left q (by positivity : 0 ≤ ‖A + B‖ + |E0| + 1)
  nlinarith [mul_le_mul_of_nonneg_right (neg_abs_le E0) (sq_nonneg ‖w‖), sq_nonneg ‖w‖]

end

end TrotterGroundState
```

```lean
#print axioms TrotterGroundState.energy_error_fourth_order
-- 'TrotterGroundState.energy_error_fourth_order' depends on axioms: [propext, Classical.choice, Quot.sound]
```

## How the lemmas divide the argument

`secondOrder_exp` bounds the exponential's Taylor remainder, and `SecondOrder.mul` keeps the remainder cubic under multiplication. `strang_expansion` combines them; `module` checks the coefficients.

`leakage` proves the inequality for $w$. There `h1` is the tested eigenvalue equation, `hμ'` the lower bound on $\mu$, and `m2` the gap estimate; `nlinarith` combines them with the norm bounds. `state_error` then divides by $t\|w\|$ and absorbs the bracket into half the gap (`k1`, `k2`). It holds for bounded operators on any Hilbert space, with the gap and the lower bound on $\mu$ as hypotheses.

In finite dimension, `energy_eq_sum` writes expectation values as weighted eigenvalues. `exists_gap` uses this to obtain $g$ from the smallest eigenvalue above $E_0$, or sets $g=1$ if there is none. The final theorem uses the same expansion for $S$ to bound $\mu$ from below, then applies `energy_excess` and squares the state error.
